# A lossless free-standing film and its depth-reversed copy have the same reflectivity

The film enters only through its transfer matrix at one value of k, the wavenumber in vacuum along the surface normal. Depth reversal is defined as an operation on that matrix, the exchange of its two diagonal entries, and is afterwards shown to describe a wave crossing the film from the other side.

Inside the film the wave obeys ψ'' + (k² − V(z))ψ = 0, with V(z) the scaled potential at depth z. The transfer matrix M = (a b; c d), rows separated by a semicolon, takes the pair (ψ, ψ') from the front face to the back face. Its entries are real because V is real, which means no absorption. Its determinant is 1 because the Wronskian of two solutions is constant. Both properties are assumed of M here; the differential equation itself does not appear in the code.

```lean
import Mathlib

open Matrix
open Complex (I)
open scoped ComplexConjugate

namespace FilmReflectivity

noncomputable section
```

## Matching to vacuum on both sides

A wave of unit amplitude arrives at the front face, and a wave of amplitude r goes back. The value and slope there are 1 + r and ik(1 − r). Behind the film only an outgoing wave remains, with amplitude t at the back face, so

M (1 + r, ik(1 − r)) = t (1, ik).

The same k on both sides is what "free-standing" means; a film on a substrate would need a second wavenumber. In Lean, a, b, c, d are `M 0 0`, `M 0 1`, `M 1 0`, `M 1 1`, and `M.map Complex.ofReal` lets the real matrix act on complex amplitudes.

```lean
/-- The matching equations `M (1 + r, ik(1 - r)) = t (1, ik)` for a film with transfer matrix `M`
in vacuum, with reflection amplitude `r` and transmission amplitude `t`. -/
def Scatters (M : Matrix (Fin 2) (Fin 2) ℝ) (k : ℝ) (r t : ℂ) : Prop :=
  M.map Complex.ofReal *ᵥ ![1 + r, I * k * (1 - r)] = t • ![1, I * k]
```

The reversed film has the matrix (d b; c a).

```lean
/-- The transfer matrix of the depth-reversed film: the diagonal entries are swapped. -/
def reversed (M : Matrix (Fin 2) (Fin 2) ℝ) : Matrix (Fin 2) (Fin 2) ℝ :=
  !![M 1 1, M 0 1; M 1 0, M 0 0]
```

Written out, the matching equations are

a(1 + r) + ikb(1 − r) = t

c(1 + r) + ikd(1 − r) = ikt.

Subtracting ik times the first from the second removes t:

r [c − k²b − ik(a + d)] = −(k²b + c) + ik(a − d).

Call the bracket D and the right-hand side N, so that rD = N. The code stores each as a pair of real and imaginary parts.

```lean
/-- The common denominator `c - k²b - ik(a + d)` of the two amplitudes. -/
def den (M : Matrix (Fin 2) (Fin 2) ℝ) (k : ℝ) : ℂ :=
  ⟨M 1 0 - k * k * M 0 1, -(k * (M 0 0 + M 1 1))⟩

/-- The numerator `-(k²b + c) + ik(a - d)` of the reflection amplitude. -/
def num (M : Matrix (Fin 2) (Fin 2) ℝ) (k : ℝ) : ℂ :=
  ⟨-(k * k * M 0 1 + M 1 0), k * (M 0 0 - M 1 1)⟩
```

A uniform layer of thickness h and internal wavenumber q, where q² = k² − V, has a = d = cos(qh), b = sin(qh)/q and c = −q sin(qh). Writing b as h sinc(qh), with sinc(0) = 1, includes q = 0, where the matrix is (1 h; 0 1).

```lean
/-- The transfer matrix of a uniform layer of thickness `h` with real internal wavenumber `q`. -/
def layer (q h : ℝ) : Matrix (Fin 2) (Fin 2) ℝ :=
  !![Real.cos (q * h), h * Real.sinc (q * h); -(q * Real.sin (q * h)), Real.cos (q * h)]
```

## Why swapping the diagonal reverses the film

Let M carry (u, v) to (u', v'). Seen from the back, the same solution starts at u' and ends at u, and both slopes change sign because the depth axis is turned round. The reversed film must therefore carry (u', −v') to (u, −v). Inserting u' = au + bv and v' = cu + dv gives

du' − bv' = (ad − bc)u = u

cu' − av' = −(ad − bc)v = −v.

These are `e0` and `e1` in the proof. The theorem is stated for real u and v; a complex wave follows by linearity.

```lean
variable {M : Matrix (Fin 2) (Fin 2) ℝ} {k : ℝ} {r t r' t' : ℂ}

/-- If a film of determinant 1 carries the wave and slope `(u, v)` to `(u', v')`, the reversed
film carries `(u', -v')` to `(u, -v)`. -/
theorem reversed_propagates (hM : M.det = 1) {u v u' v' : ℝ}
    (h : M *ᵥ ![u, v] = ![u', v']) : reversed M *ᵥ ![u', -v'] = ![u, -v] := by
  have h0 : M 0 0 * u + M 0 1 * v = u' := by
    simpa [Matrix.mulVec, dotProduct, Fin.sum_univ_two] using congrFun h 0
  have h1 : M 1 0 * u + M 1 1 * v = v' := by
    simpa [Matrix.mulVec, dotProduct, Fin.sum_univ_two] using congrFun h 1
  rw [Matrix.det_fin_two] at hM
  have e0 : M 1 1 * u' - M 0 1 * v' = u := by
    rw [← h0, ← h1]; linear_combination u * hM
  have e1 : M 1 0 * u' - M 0 0 * v' = -v := by
    rw [← h0, ← h1]; linear_combination -v * hM
  rw [funext_iff, Fin.forall_fin_two]
  constructor
  · simp [reversed, Matrix.mulVec, dotProduct, Fin.sum_univ_two]
    linarith
  · simp [reversed, Matrix.mulVec, dotProduct, Fin.sum_univ_two]
    linarith
```

## One solution for r and t

The squared moduli of D and N differ by

|D|² − |N|² = (c − k²b)² − (c + k²b)² + k²[(a + d)² − (a − d)²] = 4k²(ad − bc) = 4k².

`linear_combination` checks this with the determinant condition multiplied by 4k².

```lean
/-- For determinant 1, the squared moduli of denominator and numerator differ by `4k²`. -/
theorem normSq_den (hM : M.det = 1) :
    Complex.normSq (den M k) = Complex.normSq (num M k) + 4 * (k * k) := by
  rw [Matrix.det_fin_two] at hM
  simp only [Complex.normSq_apply, den, num]
  linear_combination 4 * k * k * hM
```

Hence |D|² ≥ 4k² > 0, and D cannot vanish.

```lean
/-- For determinant 1 and `k > 0`, the denominator of the amplitudes never vanishes. -/
theorem den_ne_zero (hM : M.det = 1) (hk : 0 < k) : den M k ≠ 0 := by
  apply Complex.normSq_pos.mp
  rw [normSq_den hM]
  have := Complex.normSq_nonneg (num M k)
  positivity
```

So r = N/D. For t, the first matching equation times D reads

tD = a(D + N) + ikb(D − N).

With D + N = −2k²b − 2ikd and D − N = 2c − 2ika, the terms in k²ab cancel, leaving

tD = −2ik(ad − bc) = −2ik.

The theorem states an equivalence: the matching equations hold if and only if r = N/D and t = −2ik/D. In the proof, `eD` and `eN` rewrite D and N as complex expressions, and `hS` splits the vector equation into its two components. The forward direction is the elimination above; the backward direction recovers the first equation by cancelling D, then the second from rD = N.

```lean
/-- For determinant 1 and `k > 0`, the matching equations hold exactly for the amplitudes
`r = num / den` and `t = -2ik / den`. -/
theorem scatters_iff (hM : M.det = 1) (hk : 0 < k) :
    Scatters M k r t ↔ r = num M k / den M k ∧ t = -2 * I * k / den M k := by
  have hD := den_ne_zero hM hk
  have eD : den M k = (M 1 0 : ℂ) - k * k * M 0 1 - I * k * (M 0 0 + M 1 1) := by
    apply Complex.ext <;> simp [den]
  have eN : num M k = -((k : ℂ) * k * M 0 1 + M 1 0) + I * k * (M 0 0 - M 1 1) := by
    apply Complex.ext <;> simp [num]
  have hc : (M 0 0 : ℂ) * M 1 1 - M 0 1 * M 1 0 = 1 := by
    rw [Matrix.det_fin_two] at hM
    exact_mod_cast hM
  have hS : Scatters M k r t ↔
      (M 0 0 : ℂ) * (1 + r) + M 0 1 * (I * k * (1 - r)) = t ∧
      (M 1 0 : ℂ) * (1 + r) + M 1 1 * (I * k * (1 - r)) = t * (I * k) := by
    rw [Scatters, funext_iff, Fin.forall_fin_two]
    simp [Matrix.mulVec, dotProduct, Fin.sum_univ_two]
  rw [hS, eq_div_iff hD, eq_div_iff hD]
  constructor
  · rintro ⟨h0, h1⟩
    -- eliminate `t` to find `r`, then insert `r` in the first equation
    have hr : r * den M k = num M k := by
      rw [eD, eN]
      linear_combination h1 - I * k * h0 + k * k * M 0 1 * (1 - r) * Complex.I_sq
    refine ⟨hr, ?_⟩
    rw [eD, eN] at hr
    rw [eD]
    linear_combination (-((M 1 0 : ℂ) - k * k * M 0 1 - I * k * (M 0 0 + M 1 1))) * h0
      + (M 0 0 - I * k * M 0 1) * hr - 2 * I * k * hc
      - 2 * k * k * M 0 0 * M 0 1 * Complex.I_sq
  · rintro ⟨hr, ht⟩
    have h0 : (M 0 0 : ℂ) * (1 + r) + M 0 1 * (I * k * (1 - r)) = t := by
      apply mul_right_cancel₀ hD
      rw [eD, eN] at hr
      rw [eD] at ht ⊢
      linear_combination (M 0 0 - I * k * M 0 1) * hr - ht - 2 * I * k * hc
        - 2 * k * k * M 0 0 * M 0 1 * Complex.I_sq
    refine ⟨h0, ?_⟩
    rw [eD, eN] at hr
    linear_combination hr + I * k * h0 - k * k * M 0 1 * (1 - r) * Complex.I_sq
```

Existence and uniqueness of the pair (r, t) follow from the two directions.

```lean
/-- A film with a real transfer matrix of determinant 1 has exactly one pair of reflection and
transmission amplitudes at each `k > 0`. -/
theorem existsUnique_amplitudes (hM : M.det = 1) (hk : 0 < k) :
    ∃! p : ℂ × ℂ, Scatters M k p.1 p.2 := by
  refine ⟨(num M k / den M k, -2 * I * k / den M k), (scatters_iff hM hk).2 ⟨rfl, rfl⟩, ?_⟩
  rintro ⟨r, t⟩ h
  obtain ⟨h1, h2⟩ := (scatters_iff hM hk).1 h
  exact Prod.ext h1 h2
```

## What the reflectivity fixes

Let R = |r|² and W = a² + d² + (kb)² + (c/k)². Adding the squared moduli instead of subtracting them gives

|D|² + |N|² = 2k²W.

Since |N|² = R|D|², this is (1 + R)|D|² = 2k²W, while the earlier difference is (1 − R)|D|² = 4k². Eliminating |D|² yields

2(1 + R) = (1 − R)W.

At a given k, R therefore determines the sum W and nothing more about M. In the proof, `hR` is |N|² = R|D|², `hS` is twice the sum above, and |D|² is cancelled at the end.

```lean
/-- For determinant 1 and `k > 0`, the reflectivity `R = |r|²` obeys
`2(1 + R) = (1 - R)(a² + d² + (kb)² + (c/k)²)`. -/
theorem reflectivity_formula (hM : M.det = 1) (hk : 0 < k) (h : Scatters M k r t) :
    2 * (1 + ‖r‖ ^ 2) = (1 - ‖r‖ ^ 2) *
      (M 0 0 ^ 2 + M 1 1 ^ 2 + (k * M 0 1) ^ 2 + (M 1 0 / k) ^ 2) := by
  have hm : Complex.normSq (den M k) ≠ 0 := (Complex.normSq_pos.mpr (den_ne_zero hM hk)).ne'
  have hR : ‖r‖ ^ 2 * Complex.normSq (den M k) = Complex.normSq (num M k) := by
    rw [((scatters_iff hM hk).1 h).1, ← Complex.normSq_eq_norm_sq, Complex.normSq_div,
      div_mul_cancel₀ _ hm]
  have hx : k * (M 1 0 / k) = M 1 0 := mul_div_cancel₀ _ hk.ne'
  generalize M 1 0 / k = x at hx ⊢
  have hS : 2 * (Complex.normSq (den M k) + Complex.normSq (num M k)) =
      4 * (k * k) * (M 0 0 ^ 2 + M 1 1 ^ 2 + (k * M 0 1) ^ 2 + x ^ 2) := by
    simp only [Complex.normSq_apply, den, num]
    linear_combination (-4) * (k * x + M 1 0) * hx
  apply mul_right_cancel₀ hm
  linear_combination (2 + (M 0 0 ^ 2 + M 1 1 ^ 2 + (k * M 0 1) ^ 2 + x ^ 2)) * hR + hS
    - (M 0 0 ^ 2 + M 1 1 ^ 2 + (k * M 0 1) ^ 2 + x ^ 2) * normSq_den (k := k) hM
```

## Reversal conjugates the numerator

Exchanging a and d leaves D unchanged, since D contains only a + d. In N the sign of a − d flips, so N becomes its complex conjugate N̄. With r' and t' the amplitudes of the reversed film,

r' = N̄/D, t' = −2ik/D = t.

Thus |r'| = |r|. The complex amplitudes agree exactly when N is real, that is, when k(a − d) = 0, and so when a = d. The lemmas `eD` and `eN` inside the proof are these two observations, and `hM'` confirms that the reversed matrix also has determinant 1, so that its amplitudes exist and are unique too.

```lean
/-- For determinant 1 and `k > 0`, a film and its depth-reversed copy have the same `|r|` and the
same `t`; their complex `r` agree exactly when the diagonal entries of `M` are equal. -/
theorem reflectivity_reversed (hM : M.det = 1) (hk : 0 < k)
    (h : Scatters M k r t) (h' : Scatters (reversed M) k r' t') :
    ‖r'‖ = ‖r‖ ∧ t' = t ∧ (r' = r ↔ M 0 0 = M 1 1) := by
  have hM' : (reversed M).det = 1 := by
    rw [Matrix.det_fin_two] at hM
    rw [reversed, Matrix.det_fin_two_of]
    linear_combination hM
  have eD : den (reversed M) k = den M k := by
    simp [den, reversed, add_comm]
  -- reversal conjugates the numerator
  have eN : num (reversed M) k = conj (num M k) := by
    apply Complex.ext
    · rw [Complex.conj_re]; rfl
    · rw [Complex.conj_im]
      change k * (M 1 1 - M 0 0) = -(k * (M 0 0 - M 1 1))
      ring
  obtain ⟨hr, ht⟩ := (scatters_iff hM hk).1 h
  obtain ⟨hr', ht'⟩ := (scatters_iff hM' hk).1 h'
  rw [eD, eN] at hr'
  rw [eD] at ht'
  refine ⟨?_, ht'.trans ht.symm, ?_⟩
  · rw [hr', hr, norm_div, norm_div, RCLike.norm_conj]
  · rw [hr', hr, div_left_inj' (den_ne_zero hM hk), Complex.conj_eq_iff_im]
    change k * (M 0 0 - M 1 1) = 0 ↔ _
    rw [mul_eq_zero, sub_eq_zero]
    simp [hk.ne']
```

For specular reflectivity in this one-dimensional, lossless model with vacuum on both sides, intensities alone cannot distinguish a profile from its mirror image, whatever values of k > 0 are measured. A fit to such data needs other information to settle the orientation.

Take k = 1 and M = (2 1; 1 1). Then D = −3i and N = −2 + i, so

r = −(1 + 2i)/3, t = 2/3.

The reversed matrix (1 1; 1 2) has N̄ = −2 − i, so

r' = (1 − 2i)/3, t' = 2/3.

Both reflectivities are 5/9, although the phases differ. The relation between R and W holds: W = 7, and 2(1 + 5/9) = 28/9 = (1 − 5/9) · 7.

Determinant 1 alone does not give equal reflectivities if complex entries are allowed, as they are for an absorbing film. At k = 1 let

M = (1/2 0; −3i/2 2).

Its determinant is 1, and it sends (1, i) to ½(1, i), so r = 0 and t = 1/2. The reversed matrix (2 0; −3i/2 1/2) sends (1/4, 7i/4) to ½(1, i), so r' = −3/4 and t' = 1/2. One side reflects nothing and the other reflects 9/16 of the intensity. In the theorems this case is excluded by the type of `M`, whose entries are in `ℝ`.

## Stacks of slices

For the uniform layer, a = d by definition, and

ad − bc = cos²(qh) + qh sinc(qh) sin(qh) = cos²(qh) + sin²(qh) = 1.

The step qh sinc(qh) = sin(qh) is `hs`, with qh = 0 treated separately.

```lean
/-- A uniform layer has determinant 1 and equal diagonal entries. -/
theorem layer_symmetric (q h : ℝ) :
    (layer q h).det = 1 ∧ layer q h 0 0 = layer q h 1 1 := by
  have hs : q * h * Real.sinc (q * h) = Real.sin (q * h) := by
    by_cases hx : q * h = 0
    · simp [hx]
    · rw [Real.sinc_of_ne_zero hx, mul_div_cancel₀ _ hx]
  refine ⟨?_, rfl⟩
  rw [layer, Matrix.det_fin_two_of]
  linear_combination Real.sin (q * h) * hs + Real.sin_sq_add_cos_sq (q * h)
```

A stack is a product of slice matrices, in which the rightmost factor acts first and so belongs to the front slice. Write A^rev for A with its diagonal entries exchanged. Multiplying out the entries shows that

(AB)^rev = B^rev A^rev.

A slice with equal diagonal entries is its own reverse. For slices S₁, …, Sₙ of this kind,

(S₁S₂…Sₙ)^rev = Sₙ…S₂S₁.

The proof is an induction on the list: the empty stack is the identity matrix, and each new slice S moves from the left end of the product to the right end. The slices need only determinant 1 and equal diagonal entries, so layers with an evanescent wave, where cosh and sinh replace cos and sin, are admitted as well as `layer`.

```lean
/-- For slices of determinant 1 with equal diagonal entries, the stack has determinant 1, and
stacking the slices in opposite order gives the reversed transfer matrix. -/
theorem stack_reverse (L : List (Matrix (Fin 2) (Fin 2) ℝ))
    (hL : ∀ S ∈ L, S.det = 1 ∧ S 0 0 = S 1 1) :
    L.prod.det = 1 ∧ L.reverse.prod = reversed L.prod := by
  induction L with
  | nil =>
    refine ⟨by simp, ?_⟩
    ext i j
    fin_cases i <;> fin_cases j <;> simp [reversed]
  | cons S L ih =>
    obtain ⟨hd, hr⟩ := ih fun T hT => hL T (List.mem_cons_of_mem S hT)
    obtain ⟨hS, hdiag⟩ := hL S List.mem_cons_self
    refine ⟨by rw [List.prod_cons, Matrix.det_mul, hS, hd, one_mul], ?_⟩
    rw [List.reverse_cons, List.prod_append, List.prod_singleton, hr, List.prod_cons]
    -- reversal turns the order of a product around and fixes the slice `S`
    ext i j
    fin_cases i <;> fin_cases j <;>
      simp [reversed, Matrix.mul_apply, Fin.sum_univ_two, hdiag] <;> ring
```

Substituting this into the reversal theorem gives equal |r| and equal t for the two stacking orders. The example (2 1; 1 1) is such a stack: it equals (1 1; 0 1)(1 0; 1 1), a layer with q = 0 and h = 1 behind a repulsive slice in the limit of zero thickness, with the product of its potential V and its thickness held at 1. Multiplying the factors in the opposite order gives (1 1; 1 2), the reversed matrix used above.

```lean
/-- At `k > 0`, a stack of slices of determinant 1 with equal diagonal entries has the same `|r|`
and the same `t` as the stack in opposite order. -/
theorem stack_reflectivity (L : List (Matrix (Fin 2) (Fin 2) ℝ))
    (hL : ∀ S ∈ L, S.det = 1 ∧ S 0 0 = S 1 1) (hk : 0 < k)
    (h : Scatters L.prod k r t) (h' : Scatters L.reverse.prod k r' t') :
    ‖r'‖ = ‖r‖ ∧ t' = t := by
  obtain ⟨hd, hr⟩ := stack_reverse L hL
  rw [hr] at h'
  obtain ⟨h1, h2, _⟩ := reflectivity_reversed hd hk h h'
  exact ⟨h1, h2⟩

end

end FilmReflectivity
```

```lean
#print axioms FilmReflectivity.reflectivity_formula
#print axioms FilmReflectivity.reflectivity_reversed
#print axioms FilmReflectivity.layer_symmetric
#print axioms FilmReflectivity.stack_reflectivity
```

```
'FilmReflectivity.reflectivity_formula' depends on axioms: [propext, Classical.choice, Quot.sound]
'FilmReflectivity.reflectivity_reversed' depends on axioms: [propext, Classical.choice, Quot.sound]
'FilmReflectivity.layer_symmetric' depends on axioms: [propext, Classical.choice, Quot.sound]
'FilmReflectivity.stack_reflectivity' depends on axioms: [propext, Classical.choice, Quot.sound]
```
